# Two distinct response poles and one Kohn–Sham pole of equal total weight require a frequency-dependent kernel

## Responses and conventions

Let a₁, a₂ > 0 be real weights, p₁, p₂, q real pole positions, and z a complex frequency. Write A = a₁ + a₂. The interacting and Kohn–Sham responses are

χ(z) = a₁/(z − p₁) + a₂/(z − p₂)

χₛ(z) = A/(z − q).

The kernel f is defined by the scalar Dyson equation

χ = χₛ + χₛ f χ.

Giving χₛ the total weight A is an assumption. It describes one Kohn–Sham excitation whose strength is shared between two interacting states, as when a single excitation mixes with a double one.

Two further frequencies appear below:

z₀ = (a₁p₂ + a₂p₁)/A

m = (a₁p₁ + a₂p₂)/A.

## The kernel has a pole between the excitations

Over a common denominator,

χ = [a₁(z − p₂) + a₂(z − p₁)]/[(z − p₁)(z − p₂)] = A(z − z₀)/[(z − p₁)(z − p₂)].

So z₀ is the zero of χ when the poles differ. For p₁ < p₂ it lies strictly between them, because

z₀ − p₁ = a₁(p₂ − p₁)/A > 0

p₂ − z₀ = a₂(p₂ − p₁)/A > 0.

Now divide (z − p₁)(z − p₂) by z − z₀. Since z₀ + m = p₁ + p₂, the quotient is z − m. The remainder is the value at z = z₀, namely (z₀ − p₁)(z₀ − p₂) = −R, with

R = a₁a₂(p₁ − p₂)²/A².

Therefore

1/χ = (z − m)/A − R/[A(z − z₀)].

Subtracting this from 1/χₛ = (z − q)/A gives

1/χₛ − 1/χ = (m − q)/A + a₁a₂(p₁ − p₂)²/[A³(z − z₀)].

Dividing the Dyson equation by χₛχ shows that this difference is f(z).

## When a constant kernel suffices

If f is constant, then f(i) = f(2i), so R/(i − z₀) = R/(2i − z₀). Cross-multiplying gives R i = 0, hence p₁ = p₂. Conversely, in the limiting case p₁ = p₂ = p the pole term vanishes and f = (p − q)/A.

In time-dependent density functional theory, an adiabatic kernel is independent of frequency. In this scalar model with equal total weights, such a kernel cannot reproduce two distinct poles from one.

This conclusion needs both weights to be nonzero. Take a₁ = 1, a₂ = 0, p₁ = 0, p₂ = 1. The poles are labelled differently, yet χ = 1/z and the constant f = −q works.

## Recovering both poles

The dressed single-pole equation is z − q = A f(z). Multiplying by z − z₀ and using the division above,

(z − z₀)[z − q − A f(z)] = (z − z₀)(z − m) − R = (z − p₁)(z − p₂).

For p₁ ≠ p₂ the solutions away from z₀ are exactly p₁ and p₂. If the poles coincide at p, then z₀ = p as well. The kernel is then the constant (p − q)/A and the equation has the solution z = p, a point that the condition z ≠ z₀ in the Lean theorem leaves out.

## What the Lean statements say

`response`, `ksResponse` and `dressedKernel` are χ, χₛ and the explicit formula for f; `zeroFreq` and `meanPole` are z₀ and m. Weights and poles are real numbers, read as complex where z enters. `Dyson` is a relation between three complex numbers, so the kernel formula is derived from it.

`inverse_difference` assumes that z avoids p₁, p₂, q and z₀. It states that both responses are nonzero and gives the difference of their inverses. `dyson_iff` adds that the Dyson equation has this kernel value as its unique solution. In `adiabatic_iff`, one constant must serve all admissible frequencies.

The model has no spatial or orbital matrix structure and no negative-frequency partner poles. The two-pole form is assumed, not derived from a Hamiltonian.

```lean
import Mathlib

open Complex

namespace DressedKernel

noncomputable section

/-- Interacting response with poles `p₁`, `p₂` and weights `a₁`, `a₂`, at a complex
frequency `z` different from both poles. -/
def response (a₁ a₂ p₁ p₂ : ℝ) (z : ℂ) : ℂ := a₁ / (z - p₁) + a₂ / (z - p₂)

/-- Kohn-Sham response with a single pole `q` that carries the total weight `a₁ + a₂`,
at a complex frequency `z` different from `q`. -/
def ksResponse (a₁ a₂ q : ℝ) (z : ℂ) : ℂ := ((a₁ : ℂ) + a₂) / (z - q)

/-- The frequency `(a₁ p₂ + a₂ p₁) / (a₁ + a₂)`, for nonzero total weight. -/
def zeroFreq (a₁ a₂ p₁ p₂ : ℝ) : ℝ := (a₁ * p₂ + a₂ * p₁) / (a₁ + a₂)

/-- The weighted mean `(a₁ p₁ + a₂ p₂) / (a₁ + a₂)` of the poles, for nonzero total weight. -/
def meanPole (a₁ a₂ p₁ p₂ : ℝ) : ℝ := (a₁ * p₁ + a₂ * p₂) / (a₁ + a₂)

/-- The dressed kernel: a constant plus a multiple of `1 / (z - zeroFreq)`, for nonzero total weight
and `z` different from `zeroFreq`. -/
def dressedKernel (a₁ a₂ p₁ p₂ q : ℝ) (z : ℂ) : ℂ :=
  ((meanPole a₁ a₂ p₁ p₂ : ℂ) - q) / ((a₁ : ℂ) + a₂) +
    (a₁ : ℂ) * a₂ * ((p₁ : ℂ) - p₂) ^ 2 /
      (((a₁ : ℂ) + a₂) ^ 3 * (z - zeroFreq a₁ a₂ p₁ p₂))

/-- The scalar Dyson equation `χ = χₛ + χₛ f χ` linking the interacting response `χ`,
the Kohn-Sham response `χₛ` and the kernel `f`. -/
def Dyson (χ χₛ f : ℂ) : Prop := χ = χₛ + χₛ * f * χ

variable {a₁ a₂ p₁ p₂ q : ℝ} {z : ℂ}

lemma weight_ne_zero (h₁ : 0 < a₁) (h₂ : 0 < a₂) : (a₁ : ℂ) + a₂ ≠ 0 := by
  exact_mod_cast (add_pos h₁ h₂).ne'

/-- For positive weights and away from its poles, the interacting response is a single
fraction whose numerator is proportional to `z - zeroFreq`. -/
theorem response_factored (h₁ : 0 < a₁) (h₂ : 0 < a₂) (hp₁ : z ≠ p₁) (hp₂ : z ≠ p₂) :
    response a₁ a₂ p₁ p₂ z =
      ((a₁ : ℂ) + a₂) * (z - zeroFreq a₁ a₂ p₁ p₂) / ((z - p₁) * (z - p₂)) := by
  have hA := weight_ne_zero h₁ h₂
  have hz : ((a₁ : ℂ) + a₂) * (zeroFreq a₁ a₂ p₁ p₂ : ℂ) = a₁ * p₂ + a₂ * p₁ := by
    simp only [zeroFreq]
    push_cast
    field_simp
  have hn : ((a₁ : ℂ) + a₂) * (z - zeroFreq a₁ a₂ p₁ p₂) =
      a₁ * (z - p₂) + (z - p₁) * a₂ := by
    linear_combination -hz
  rw [hn, response, div_add_div _ _ (sub_ne_zero.mpr hp₁) (sub_ne_zero.mpr hp₂)]

/-- For positive weights and `p₁ < p₂`, the frequency `zeroFreq` lies strictly between
the two poles. -/
theorem zeroFreq_between (h₁ : 0 < a₁) (h₂ : 0 < a₂) (hp : p₁ < p₂) :
    p₁ < zeroFreq a₁ a₂ p₁ p₂ ∧ zeroFreq a₁ a₂ p₁ p₂ < p₂ := by
  have hA := add_pos h₁ h₂
  have u₁ := mul_pos h₁ (sub_pos.mpr hp)
  have u₂ := mul_pos h₂ (sub_pos.mpr hp)
  constructor
  · rw [zeroFreq, lt_div_iff₀ hA]
    linarith
  · rw [zeroFreq, div_lt_iff₀ hA]
    linarith

/-- For positive weights, dividing `(z - p₁)(z - p₂)` by `z - zeroFreq` gives the quotient
`z - meanPole` and the remainder `-a₁ a₂ (p₁ - p₂)² / (a₁ + a₂)²`. -/
theorem pole_product_split (h₁ : 0 < a₁) (h₂ : 0 < a₂) (p₁ p₂ : ℝ) (z : ℂ) :
    (z - p₁) * (z - p₂) =
      (z - zeroFreq a₁ a₂ p₁ p₂) * (z - meanPole a₁ a₂ p₁ p₂) -
        (a₁ : ℂ) * a₂ * ((p₁ : ℂ) - p₂) ^ 2 / ((a₁ : ℂ) + a₂) ^ 2 := by
  have hA := weight_ne_zero h₁ h₂
  simp only [zeroFreq, meanPole]
  push_cast
  field_simp
  ring

/-- For positive weights and `z` different from `p₁`, `p₂`, `q` and `zeroFreq`, both
responses are nonzero and the difference of their inverses is the dressed kernel. -/
theorem inverse_difference (h₁ : 0 < a₁) (h₂ : 0 < a₂) (hp₁ : z ≠ p₁) (hp₂ : z ≠ p₂)
    (hq : z ≠ q) (hz : z ≠ zeroFreq a₁ a₂ p₁ p₂) :
    ksResponse a₁ a₂ q z ≠ 0 ∧ response a₁ a₂ p₁ p₂ z ≠ 0 ∧
      1 / ksResponse a₁ a₂ q z - 1 / response a₁ a₂ p₁ p₂ z =
        dressedKernel a₁ a₂ p₁ p₂ q z := by
  have hA := weight_ne_zero h₁ h₂
  have hz' := sub_ne_zero.mpr hz
  rw [response_factored h₁ h₂ hp₁ hp₂]
  refine ⟨div_ne_zero hA (sub_ne_zero.mpr hq), div_ne_zero (mul_ne_zero hA hz')
    (mul_ne_zero (sub_ne_zero.mpr hp₁) (sub_ne_zero.mpr hp₂)), ?_⟩
  -- the remainder of the polynomial division becomes the pole of the kernel
  rw [ksResponse, dressedKernel, one_div_div, one_div_div, pole_product_split h₁ h₂]
  field_simp
  ring

/-- For positive weights and `z` different from `p₁`, `p₂`, `q` and `zeroFreq`, a number `f`
solves the Dyson equation exactly when it is the value of the dressed kernel at `z`. -/
theorem dyson_iff (h₁ : 0 < a₁) (h₂ : 0 < a₂) (hp₁ : z ≠ p₁) (hp₂ : z ≠ p₂)
    (hq : z ≠ q) (hz : z ≠ zeroFreq a₁ a₂ p₁ p₂) (f : ℂ) :
    Dyson (response a₁ a₂ p₁ p₂ z) (ksResponse a₁ a₂ q z) f ↔
      f = dressedKernel a₁ a₂ p₁ p₂ q z := by
  obtain ⟨hs, hc, h⟩ := inverse_difference h₁ h₂ hp₁ hp₂ hq hz
  have key : ksResponse a₁ a₂ q z * response a₁ a₂ p₁ p₂ z *
      dressedKernel a₁ a₂ p₁ p₂ q z = response a₁ a₂ p₁ p₂ z - ksResponse a₁ a₂ q z := by
    rw [← h]
    field_simp
  unfold Dyson
  constructor
  · intro e
    apply mul_left_cancel₀ (mul_ne_zero hs hc)
    linear_combination -e - key
  · intro e
    linear_combination -key - ksResponse a₁ a₂ q z * response a₁ a₂ p₁ p₂ z * e

/-- For positive weights, one frequency-independent kernel solves the Dyson equation at all
frequencies other than `p₁`, `p₂`, `q` and `zeroFreq` exactly when the two poles coincide. -/
theorem adiabatic_iff (h₁ : 0 < a₁) (h₂ : 0 < a₂) (p₁ p₂ q : ℝ) :
    (∃ c : ℂ, ∀ z : ℂ, z ≠ p₁ → z ≠ p₂ → z ≠ q → z ≠ zeroFreq a₁ a₂ p₁ p₂ →
      Dyson (response a₁ a₂ p₁ p₂ z) (ksResponse a₁ a₂ q z) c) ↔ p₁ = p₂ := by
  have hA := weight_ne_zero h₁ h₂
  constructor
  · rintro ⟨c, hc⟩
    by_contra hp
    -- compare the two imaginary frequencies i and 2i, which avoid all real exceptions
    have n₁ : ∀ x : ℝ, I ≠ (x : ℂ) := fun x h => by
      have := congrArg Complex.im h
      simp at this
    have n₂ : ∀ x : ℝ, 2 * I ≠ (x : ℂ) := fun x h => by
      have := congrArg Complex.im h
      simp at this
    have e₁ := (dyson_iff h₁ h₂ (n₁ _) (n₁ _) (n₁ _) (n₁ _) c).1
      (hc I (n₁ _) (n₁ _) (n₁ _) (n₁ _))
    have e₂ := (dyson_iff h₁ h₂ (n₂ _) (n₂ _) (n₂ _) (n₂ _) c).1
      (hc (2 * I) (n₂ _) (n₂ _) (n₂ _) (n₂ _))
    have e := e₁.symm.trans e₂
    simp only [dressedKernel] at e
    have e' := add_left_cancel e
    rw [div_eq_div_iff (mul_ne_zero (pow_ne_zero 3 hA) (sub_ne_zero.mpr (n₁ _)))
      (mul_ne_zero (pow_ne_zero 3 hA) (sub_ne_zero.mpr (n₂ _)))] at e'
    have h0 : (a₁ : ℂ) * a₂ * ((p₁ : ℂ) - p₂) ^ 2 * ((a₁ : ℂ) + a₂) ^ 3 * I = 0 := by
      linear_combination e'
    have c₁ : (a₁ : ℂ) ≠ 0 := by exact_mod_cast h₁.ne'
    have c₂ : (a₂ : ℂ) ≠ 0 := by exact_mod_cast h₂.ne'
    have c₃ : (p₁ : ℂ) - p₂ ≠ 0 := sub_ne_zero.mpr (by exact_mod_cast hp)
    exact mul_ne_zero (mul_ne_zero (mul_ne_zero (mul_ne_zero c₁ c₂) (pow_ne_zero 2 c₃))
      (pow_ne_zero 3 hA)) I_ne_zero h0
  · intro hp
    refine ⟨((meanPole a₁ a₂ p₁ p₂ : ℂ) - q) / ((a₁ : ℂ) + a₂), fun z k₁ k₂ k₃ k₄ => ?_⟩
    apply (dyson_iff h₁ h₂ k₁ k₂ k₃ k₄ _).2
    simp [dressedKernel, hp]

/-- For positive weights and `z` different from `zeroFreq`, the dressed single-pole equation
`z - q = (a₁ + a₂) f(z)` holds exactly at the two interacting poles. -/
theorem dressed_pole_equation (h₁ : 0 < a₁) (h₂ : 0 < a₂)
    (hz : z ≠ zeroFreq a₁ a₂ p₁ p₂) :
    z - q = ((a₁ : ℂ) + a₂) * dressedKernel a₁ a₂ p₁ p₂ q z ↔ z = p₁ ∨ z = p₂ := by
  have hA := weight_ne_zero h₁ h₂
  have hz' := sub_ne_zero.mpr hz
  have key : (z - zeroFreq a₁ a₂ p₁ p₂) *
      (z - q - ((a₁ : ℂ) + a₂) * dressedKernel a₁ a₂ p₁ p₂ q z) =
        (z - p₁) * (z - p₂) := by
    rw [pole_product_split h₁ h₂, dressedKernel]
    field_simp
    ring
  constructor
  · intro h
    have h0 : (z - p₁) * (z - p₂) = 0 := by
      linear_combination (z - zeroFreq a₁ a₂ p₁ p₂) * h - key
    exact (mul_eq_zero.1 h0).imp sub_eq_zero.1 sub_eq_zero.1
  · intro h
    have h0 : (z - p₁) * (z - p₂) = 0 :=
      mul_eq_zero.2 (h.imp sub_eq_zero.2 sub_eq_zero.2)
    apply mul_left_cancel₀ hz'
    linear_combination key + h0

end

end DressedKernel
```

```lean
#print axioms DressedKernel.zeroFreq_between
-- 'DressedKernel.zeroFreq_between' depends on axioms: [propext, Classical.choice, Quot.sound]
#print axioms DressedKernel.adiabatic_iff
-- 'DressedKernel.adiabatic_iff' depends on axioms: [propext, Classical.choice, Quot.sound]
#print axioms DressedKernel.dressed_pole_equation
-- 'DressedKernel.dressed_pole_equation' depends on axioms: [propext, Classical.choice, Quot.sound]
```

## From polynomial division to the Dyson equation in Lean

`weight_ne_zero` supplies A ≠ 0. `response_factored` combines the fractions, and `zeroFreq_between` proves the two inequalities after multiplying by A. `pole_product_split` is the polynomial division, checked by `field_simp` and `ring`.

`inverse_difference` inverts the factored responses and inserts that division. In `dyson_iff`, the identity `key` says χₛχf = χ − χₛ for the explicit kernel; cancelling the nonzero product χₛχ then gives uniqueness.

`adiabatic_iff` uses `I` and `2 * I`, whose nonzero imaginary parts keep them off every real exception. Cross-multiplication yields `h0`, a vanishing product whose factors are all nonzero if p₁ ≠ p₂. In `dressed_pole_equation`, `key` is the product identity of the previous derivation: one direction reads off the roots, the other cancels z − z₀.
